# The implicit midpoint step, where defined, preserves every bilinear form conserved by the linear flow

On a phase space with finitely many positions and momenta, take the linear flow ż = JSz, where J is the canonical symplectic matrix and S is any real matrix; the flow is Hamiltonian when S is symmetric. The lemma says that if a real matrix K satisfies (JS)ᵀK + K(JS) = 0, so that the bilinear form it defines is conserved by the exact flow, then one implicit midpoint step M = (1 − (h/2)JS)⁻¹(1 + (h/2)JS) conserves it too: MᵀKM = K. The step size h is any real number for which 1 − (h/2)JS is invertible, and K need be neither symmetric nor invertible. The proof multiplies the claim by (1 − (h/2)JS)ᵀ on the left and by 1 − (h/2)JS on the right, which loses nothing because both are invertible, and reduces it to an identity that follows from the condition on K. On the way it needs the two factors 1 ± (h/2)JS to commute.

The failing Lean file:

```lean
import Mathlib

open scoped Matrix

namespace MidpointMatrixPreserves

noncomputable section

variable {n : Type*} [Fintype n] [DecidableEq n]

/-- The canonical symplectic matrix on phase space, positions first and momenta second. -/
def J : Matrix (n ⊕ n) (n ⊕ n) ℝ := Matrix.fromBlocks 0 1 (-1) 0

/-- The one-step matrix `(1 - (h/2) J S)⁻¹ (1 + (h/2) J S)`, meaningful when
`1 - (h/2) J S` is invertible. -/
def midpointMatrix (S : Matrix (n ⊕ n) (n ⊕ n) ℝ) (h : ℝ) : Matrix (n ⊕ n) (n ⊕ n) ℝ :=
  (1 - (h / 2) • (J * S))⁻¹ * (1 + (h / 2) • (J * S))

/-- If `1 - (h/2) J S` is invertible, every bilinear form `K` conserved by the exact linear
flow, `(JS)ᵀ K + K (JS) = 0`, is also conserved by the midpoint step. -/
theorem midpointMatrix_preserves {S K : Matrix (n ⊕ n) (n ⊕ n) ℝ} {h : ℝ}
    (hP : IsUnit (1 - (h / 2) • (J * S))) (hK : (J * S)ᵀ * K + K * (J * S) = 0) :
    (midpointMatrix S h)ᵀ * K * midpointMatrix S h = K := by
  have key : ∀ (a : ℝ) (A B : Matrix (n ⊕ n) (n ⊕ n) ℝ), B * K + K * A = 0 →
      (1 + a • B) * K * (1 + a • A) = (1 - a • B) * K * (1 - a • A) := by
    intro a A B hAB
    simp only [add_mul, mul_add, sub_mul, mul_sub, smul_mul_assoc, mul_smul_comm,
      one_mul, mul_one]
    linear_combination (norm := module) (2 * a) • hAB
  have hdet := (Matrix.isUnit_iff_isUnit_det _).1 hP
  have hPt : IsUnit (1 - (h / 2) • (J * S))ᵀ :=
    (Matrix.isUnit_iff_isUnit_det _).2 (by rw [Matrix.det_transpose]; exact hdet)
  -- the two factors of the one-step matrix commute
  have hMP : midpointMatrix S h * (1 - (h / 2) • (J * S)) = 1 + (h / 2) • (J * S) := by
    have hc : (1 + (h / 2) • (J * S)) * (1 - (h / 2) • (J * S))
        = (1 - (h / 2) • (J * S)) * (1 + (h / 2) • (J * S)) := by noncomm_ring
    rw [midpointMatrix, Matrix.mul_assoc, hc, Matrix.nonsing_inv_mul_cancel_left _ _ hdet]
  apply hPt.mul_left_cancel
  apply hP.mul_right_cancel
  calc (1 - (h / 2) • (J * S))ᵀ * ((midpointMatrix S h)ᵀ * K * midpointMatrix S h)
        * (1 - (h / 2) • (J * S))
      = (midpointMatrix S h * (1 - (h / 2) • (J * S)))ᵀ * K
        * (midpointMatrix S h * (1 - (h / 2) • (J * S))) := by
        rw [Matrix.transpose_mul]
        simp only [Matrix.mul_assoc]
    _ = (1 - (h / 2) • (J * S))ᵀ * K * (1 - (h / 2) • (J * S)) := by
        rw [hMP, Matrix.transpose_add, Matrix.transpose_sub, Matrix.transpose_smul,
          Matrix.transpose_one]
        exact key _ _ _ hK

end

end MidpointMatrixPreserves
```

The error:

```
Main.lean:36:63: error: unsolved goals
n : Type u_1
inst✝¹ : Fintype n
inst✝ : DecidableEq n
S K : Matrix (n ⊕ n) (n ⊕ n) ℝ
h : ℝ
hP : IsUnit (1 - (h / 2) • (J * S))
hK : (J * S)ᵀ * K + K * (J * S) = 0
key :
  ∀ (a : ℝ) (A B : Matrix (n ⊕ n) (n ⊕ n) ℝ),
    B * K + K * A = 0 → (1 + a • B) * K * (1 + a • A) = (1 - a • B) * K * (1 - a • A)
hdet : IsUnit (1 - (h / 2) • (J * S)).det
hPt : IsUnit (1 - (h / 2) • (J * S))ᵀ
⊢ 1 + ((h / 2) • (J * S) + -1 • (h / 2) • (J * S + (h / 2) • (J * (S * (J * S))))) =
    1 + (-1 • (h / 2) • (J * S) + (h / 2) • (J * S + -1 • (h / 2) • (J * (S * (J * S)))))
```

Diagnosis. The one error is in `hc`, the statement that the two factors commute. It is true, but `noncomm_ring` stops before proving it. In the goal it leaves, the products have been multiplied out, but the real scalar `h / 2` still stands in front of whole sums: `(h / 2) • (J * S + …)`. The sums inside the brackets differ on the two sides, so the terms cannot be matched until the scalar is distributed over them, and that has not been done. Distributing it would make the terms linear in `J * S` cancel on each side and leave the same quadratic term on both.

The repair takes the scalar out of sight. `generalize` replaces `(h / 2) • (J * S)` by a single matrix `X`, so the goal becomes `(1 + X) * (1 - X) = (1 - X) * (1 + X)`. The `simp only` call multiplies this out using distributivity and the rules for multiplying by one. What remains is an equation between sums and differences of `1`, `X` and `X * X`, which `abel` closes by rearranging and cancelling terms.

This version goes through:

```diff
@@ -34,5 +34,8 @@
   have hMP : midpointMatrix S h * (1 - (h / 2) • (J * S)) = 1 + (h / 2) • (J * S) := by
     have hc : (1 + (h / 2) • (J * S)) * (1 - (h / 2) • (J * S))
-        = (1 - (h / 2) • (J * S)) * (1 + (h / 2) • (J * S)) := by noncomm_ring
+        = (1 - (h / 2) • (J * S)) * (1 + (h / 2) • (J * S)) := by
+      generalize (h / 2) • (J * S) = X
+      simp only [add_mul, mul_add, sub_mul, mul_sub, one_mul, mul_one]
+      abel
     rw [midpointMatrix, Matrix.mul_assoc, hc, Matrix.nonsing_inv_mul_cancel_left _ _ hdet]
   apply hPt.mul_left_cancel
```
